# The LLL guarantee for a cell of dimension $n+1$ reduced with $\delta = 3/4$, $\eta = 1/2$: $R_{00}^2 \le 2^{n}\,\lVert Rm\rVert^2$ for integer $m \ne 0$

## Physical setting

Before a periodic calculation with interactions of finite range is run, the simulation cell can be checked against that range: an atom and its periodic images are separated by the nonzero lattice vectors, and if all of these are longer than the range, no atom interacts with an image of itself. There are infinitely many lattice vectors, and in a strongly skewed cell the shortest one can be far shorter than every cell edge. If the basis has been reduced in the sense of Lenstra, Lenstra and Lovász (LLL), a fixed fraction of the length of the first basis vector, depending only on the dimension and the reduction parameters, is a lower bound for the length of every nonzero lattice vector. In three dimensions, with the standard parameters $\delta = 3/4$ and $\eta = 1/2$ defined below, the bound says that no image of an atom lies closer to it than half the length of the first cell vector; the basis has to be reduced already, while the atoms inside the cell may be arranged in any way.

Let the dimension be $N = n+1$ with $n \ge 0$, and let all indices run from $0$ to $n$. The basis vectors $a_0, \dots, a_n$ are the columns of a cell matrix $A$. Gram–Schmidt orthogonalisation gives $A = QR$ with $Q$ orthogonal and $R$ upper triangular. Column $j$ of $R$ holds the components of $a_j$ in the orthonormal frame $Q$, and $|R_{jj}|$ is the length of the part of $a_j$ perpendicular to $a_0, \dots, a_{j-1}$. A lattice vector is $Am$ with a column $m = (m_0, \dots, m_n)$ of integers, and since $Q$ preserves lengths, $\lVert Am\rVert = \lVert Rm\rVert$. Everything below is therefore stated for $R$.

## Statement

Fix real parameters $\delta$ and $\eta$. A real $N \times N$ matrix $R$ is called reduced if

1. $R_{ij} = 0$ for $j < i$ (upper triangular),
2. $|R_{i,i+1}| \le \eta\,|R_{ii}|$ for $0 \le i < n$ (size reduction),
3. $\delta R_{ii}^2 \le R_{i,i+1}^2 + R_{i+1,i+1}^2$ for $0 \le i < n$ (Lovász condition).

Condition 2 limits the overlap of $a_{i+1}$ with the $i$-th Gram–Schmidt direction. In condition 3 the right side is the squared length of the part of $a_{i+1}$ perpendicular to $a_0, \dots, a_{i-1}$, and the left side is $\delta$ times the same quantity for $a_i$. Put $\gamma = \delta - \eta^2$.

General guarantee. If $R$ is reduced and $0 \le \gamma \le 1$, every integer vector $m \ne 0$ satisfies
$$\gamma^{\,n} R_{00}^2 \le \lVert Rm\rVert^2 .$$

Standard parameters. For $\delta = 3/4$ and $\eta = 1/2$, so that $\gamma = 1/2$,
$$R_{00}^2 \le 2^{n}\,\lVert Rm\rVert^2 = 2^{N-1}\lVert Rm\rVert^2 .$$

Volume bound. If $R$ is reduced and $\gamma \ge 0$,
$$\gamma^{\,(n+1)n/2}\,\bigl(R_{00}^2\bigr)^{n+1} \le (\det R)^2 .$$

Hexagonal cell. The plane cell with basis vectors $(2,0)$ and $(1,\sqrt3)$ is reduced with $\eta = 1/2$ for every $\delta \le 1$, and at $\delta = 1$ it meets the volume bound with equality.

## Derivation

Step 1. The first column of $R$ is $(R_{00}, 0, \dots, 0)$, so $\lVert a_0\rVert^2 = R_{00}^2$. The quantity on the left of the guarantee is the squared length of the first cell vector.

Step 2. Both sides of condition 2 can be squared, because the left side is nonnegative: $R_{i,i+1}^2 \le \eta^2 R_{ii}^2$. Inserting this in condition 3,
$$\delta R_{ii}^2 \le R_{i,i+1}^2 + R_{i+1,i+1}^2 \le \eta^2 R_{ii}^2 + R_{i+1,i+1}^2 ,$$
hence $\gamma R_{ii}^2 \le R_{i+1,i+1}^2$.

Step 3. For $\gamma \ge 0$ and $0 \le k \le n$ one has $\gamma^k R_{00}^2 \le R_{kk}^2$. At $k = 0$ this is an equality. If it holds at $k = i < n$, multiplying by $\gamma \ge 0$ and using step 2 gives
$$\gamma^{i+1} R_{00}^2 = \gamma\,(\gamma^i R_{00}^2) \le \gamma R_{ii}^2 \le R_{i+1,i+1}^2 .$$

Step 4. Let $m \ne 0$ and let $k$ be the largest index with $m_k \ne 0$. In the component
$$(Rm)_k = \sum_{j=0}^{n} R_{kj}\, m_j$$
the terms with $j < k$ vanish because $R_{kj} = 0$, and the terms with $j > k$ vanish because $m_j = 0$. So $(Rm)_k = R_{kk} m_k$. A nonzero integer has $m_k^2 \ge 1$, and one squared component is at most the sum of all of them:
$$R_{kk}^2 \le R_{kk}^2 m_k^2 = (Rm)_k^2 \le \lVert Rm\rVert^2 .$$
This is the only step that uses the integrality of $m$.

Step 5. With the $k$ of step 4, $k \le n$ and $0 \le \gamma \le 1$ give $\gamma^n \le \gamma^k$, so
$$\gamma^n R_{00}^2 \le \gamma^k R_{00}^2 \le R_{kk}^2 \le \lVert Rm\rVert^2 .$$
For $\delta = 3/4$, $\eta = 1/2$ one has $\gamma = 3/4 - 1/4 = 1/2$, and multiplying by $2^n$ gives the standard form. At $n = 0$ conditions 2 and 3 are empty and the result is $R_{00}^2 \le R_{00}^2 m_0^2$.

Step 6. The determinant of a triangular matrix is the product of its diagonal, so $(\det R)^2 = \prod_k R_{kk}^2$. The inequalities of step 3 have nonnegative left sides and can be multiplied over $k = 0, \dots, n$:
$$\gamma^{\,0+1+\dots+n}\,\bigl(R_{00}^2\bigr)^{n+1} \le \prod_{k} R_{kk}^2 = (\det R)^2, \qquad 0 + 1 + \dots + n = \frac{(n+1)n}{2}.$$
The upper limit $\gamma \le 1$ is not used here.

Step 7. For the hexagonal cell $R_{00} = 2$, $R_{01} = 1$, $R_{10} = 0$, $R_{11} = \sqrt3$. Size reduction reads $1 \le \tfrac12 \cdot 2$, and the Lovász condition reads $4\delta \le 1 + 3$, true for $\delta \le 1$. At $\delta = 1$, $\gamma = 3/4$ and the exponent $(n+1)n/2$ is $1$, so the left side of the volume bound is $\tfrac34 \cdot 4^2 = 12 = (2\sqrt3)^2 = (\det R)^2$.

### A numerical instance

The following numbers are worked on paper and are not among the Lean theorems. Take $n = 2$, $\delta = 3/4$, $\eta = 1/2$ and
$$R = \begin{pmatrix} 4 & 2 & 0 \\ 0 & 3 & 1 \\ 0 & 0 & 5/2 \end{pmatrix}.$$
Size reduction holds, since $2 \le 4/2$ and $1 \le 3/2$. The Lovász condition holds, since $\tfrac34 \cdot 16 = 12 \le 4 + 9$ and $\tfrac34 \cdot 9 = 6.75 \le 1 + 6.25$. Step 3 reads $16 \le 16$, $8 \le 9$, $4 \le 6.25$. The guarantee says $\lVert Rm\rVert^2 \ge 16/4 = 4$, a length of at least $2$, half of $\lVert a_0\rVert = 4$.

For $m = (1,-2,0)$ the last nonzero index is $k = 1$, and $Rm = (0,-6,0)$ has component $R_{11} m_1 = 3\cdot(-2)$ there. For $m = (0,0,1)$, $Rm = (0, 1, 5/2)$ has squared length $7.25$, which is smaller than $R_{00}^2 = 16$: the first vector of a reduced basis need not be the shortest, and the guarantee reads $16 \le 4 \cdot 7.25 = 29$. The volume bound reads $16^3/2^3 = 512 \le 30^2 = 900$.

## What the formal version assumes

A cell is a `Matrix (Fin (n + 1)) (Fin (n + 1)) ℝ`, so the dimension is any $N = n + 1 \ge 1$, and `R 0 0` is $R_{00}$. The code, its comments and these notes all count indices from zero. The integer vector $m$ is a function from indices to `ℤ`, `latticeVec R m` is $Rm$, and `sqLen` is the sum of squared components, so that no square root occurs in the bounds.

The structure `IsLLLReduced δ η R` has the fields `upper`, `size` and `lovasz` for conditions 1 to 3. For `i : Fin n`, the expressions `i.castSucc` and `i.succ` are the indices $i$ and $i+1$ in the range $0, \dots, n$. In `lll_guarantee_general` the hypothesis `η ^ 2 ≤ δ` is $\gamma \ge 0$ and `δ ≤ 1 + η ^ 2` is $\gamma \le 1$. The upper limit has a simple origin: for $m = (1, 0, \dots, 0)$ the claim is $\gamma^n R_{00}^2 \le R_{00}^2$, which fails for $\gamma > 1$, $n \ge 1$ and $R_{00} \neq 0$. For $\gamma = 0$ and $n \ge 1$ the bounds have left side zero and carry no information.

Two customary requirements are absent. The diagonal is not assumed positive or even nonzero; `size` is written with $|R_{ii}|$, which equals $R_{ii}$ for a positive diagonal, so that case is included and the signs of the Gram–Schmidt directions are free. Size reduction is required only on the first superdiagonal, whereas the usual definition of an LLL-reduced basis asks $|R_{ij}| \le \eta |R_{ii}|$ for all $j > i$; every basis reduced in that sense satisfies the hypotheses used here.

The theorems start from the triangular matrix $R$: the factorisation $A = QR$ is how the model is tied to a given cell, and it does not appear in the code. Being reduced is a hypothesis. The name LLL usually refers to the algorithm that produces such a basis by size reductions and swaps; what is proved here is a property of its output conditions, and the existence of a reduced basis for every lattice, the termination of the algorithm and its running time are not treated. Arithmetic is exact real arithmetic, without rounding. Equality is shown for one case only, the volume bound for the hexagonal cell at $\delta = 1$, $\eta = 1/2$; nothing is stated about how sharp the factor $2^n$ is.

## The Lean file

```lean
import Mathlib

open Matrix

namespace LLLCellReduction

noncomputable section

/-- The lattice vector `R m`: the integer combination, with coefficients `m`, of the basis
vectors stored in the columns of `R`. -/
def latticeVec {N : ℕ} (R : Matrix (Fin N) (Fin N) ℝ) (m : Fin N → ℤ) : Fin N → ℝ :=
  R *ᵥ fun j => (m j : ℝ)

/-- Squared Euclidean length of a vector. -/
def sqLen {N : ℕ} (v : Fin N → ℝ) : ℝ := ∑ i, v i ^ 2

/-- An upper triangular cell matrix in dimension `n + 1` whose first superdiagonal is size
reduced with parameter `η` and which obeys the Lovász condition with parameter `δ`. -/
structure IsLLLReduced {n : ℕ} (δ η : ℝ) (R : Matrix (Fin (n + 1)) (Fin (n + 1)) ℝ) :
    Prop where
  upper : ∀ i j, j < i → R i j = 0
  size : ∀ i : Fin n, |R i.castSucc i.succ| ≤ η * |R i.castSucc i.castSucc|
  lovasz : ∀ i : Fin n,
    δ * R i.castSucc i.castSucc ^ 2 ≤ R i.castSucc i.succ ^ 2 + R i.succ i.succ ^ 2

variable {n : ℕ} {δ η : ℝ} {R : Matrix (Fin (n + 1)) (Fin (n + 1)) ℝ}

/-- For an upper triangular cell matrix the squared length of the first basis vector is the
square of the first diagonal entry. -/
theorem sqLen_first_column (hup : ∀ i j, j < i → R i j = 0) :
    sqLen (fun i => R i 0) = R 0 0 ^ 2 := by
  show ∑ i, R i 0 ^ 2 = R 0 0 ^ 2
  apply Finset.sum_eq_single 0
  · intro j _ hj
    have h0 : R j 0 = 0 := hup j 0 (lt_of_le_of_ne (Fin.zero_le j) hj.symm)
    simp [h0]
  · intro h
    exact absurd (Finset.mem_univ _) h

/-- In a reduced cell each squared diagonal entry is at least `δ - η²` times the preceding
one. -/
theorem diag_step (h : IsLLLReduced δ η R) (i : Fin n) :
    (δ - η ^ 2) * R i.castSucc i.castSucc ^ 2 ≤ R i.succ i.succ ^ 2 := by
  have hs := pow_le_pow_left₀ (abs_nonneg _) (h.size i) 2
  rw [sq_abs, mul_pow, sq_abs] at hs
  have hl := h.lovasz i
  nlinarith

/-- In a reduced cell with `η² ≤ δ` the squared diagonal entry number `k` (counted from zero)
is at least `(δ - η²)^k` times the first one. -/
theorem diag_chain (h : IsLLLReduced δ η R) (h0 : η ^ 2 ≤ δ) (k : Fin (n + 1)) :
    (δ - η ^ 2) ^ (k : ℕ) * R 0 0 ^ 2 ≤ R k k ^ 2 := by
  have hγ : 0 ≤ δ - η ^ 2 := sub_nonneg.mpr h0
  induction k using Fin.induction with
  | zero => simp
  | succ i ih =>
    have ih' : (δ - η ^ 2) ^ (i : ℕ) * R 0 0 ^ 2 ≤ R i.castSucc i.castSucc ^ 2 := ih
    rw [Fin.val_succ, pow_succ]
    calc (δ - η ^ 2) ^ (i : ℕ) * (δ - η ^ 2) * R 0 0 ^ 2
        = (δ - η ^ 2) * ((δ - η ^ 2) ^ (i : ℕ) * R 0 0 ^ 2) := by ring
      _ ≤ (δ - η ^ 2) * R i.castSucc i.castSucc ^ 2 := mul_le_mul_of_nonneg_left ih' hγ
      _ ≤ R i.succ i.succ ^ 2 := diag_step h i

/-- For an upper triangular cell matrix and nonzero integer coefficients `m`, the squared
length of `R m` is at least the square of some diagonal entry. -/
theorem exists_diag_le_sqLen {N : ℕ} {R : Matrix (Fin N) (Fin N) ℝ}
    (hup : ∀ i j, j < i → R i j = 0) {m : Fin N → ℤ} (hm : m ≠ 0) :
    ∃ k, R k k ^ 2 ≤ sqLen (latticeVec R m) := by
  have hne : (Finset.univ.filter fun j => m j ≠ 0).Nonempty := by
    obtain ⟨j, hj⟩ := Function.ne_iff.mp hm
    exact ⟨j, Finset.mem_filter.mpr ⟨Finset.mem_univ _, hj⟩⟩
  -- k is the last index with a nonzero coefficient
  obtain ⟨k, hk, hmax⟩ := Finset.exists_max_image _ (fun j : Fin N => j) hne
  have hk0 : m k ≠ 0 := (Finset.mem_filter.mp hk).2
  have hz : ∀ j, k < j → m j = 0 := by
    intro j hj
    by_contra hc
    exact absurd (hmax j (Finset.mem_filter.mpr ⟨Finset.mem_univ _, hc⟩)) (not_le.mpr hj)
  -- only the diagonal term survives in component k
  have hcomp : latticeVec R m k = R k k * (m k : ℝ) := by
    show ∑ j, R k j * (m j : ℝ) = R k k * (m k : ℝ)
    apply Finset.sum_eq_single k
    · intro j _ hj
      rcases lt_or_gt_of_ne hj with h | h
      · simp [hup k j h]
      · simp [hz j h]
    · intro h
      exact absurd (Finset.mem_univ _) h
  -- a nonzero integer has square at least one
  have h1 : (1 : ℤ) ≤ m k ^ 2 := by
    have := Int.one_le_abs hk0
    nlinarith [sq_abs (m k)]
  have h1' : (1 : ℝ) ≤ (m k : ℝ) ^ 2 := by exact_mod_cast h1
  refine ⟨k, ?_⟩
  calc R k k ^ 2 ≤ latticeVec R m k ^ 2 := by
        rw [hcomp, mul_pow]
        exact le_mul_of_one_le_right (sq_nonneg _) h1'
    _ ≤ sqLen (latticeVec R m) :=
        Finset.single_le_sum (f := fun i => latticeVec R m i ^ 2)
          (fun i _ => sq_nonneg _) (Finset.mem_univ k)

/-- LLL guarantee for general parameters: in a reduced cell of dimension `n + 1` with
`0 ≤ δ - η² ≤ 1`, every nonzero integer `m` has `(δ - η²)^n R₀₀² ≤ ‖R m‖²`. -/
theorem lll_guarantee_general (h : IsLLLReduced δ η R) (h0 : η ^ 2 ≤ δ) (h1 : δ ≤ 1 + η ^ 2)
    {m : Fin (n + 1) → ℤ} (hm : m ≠ 0) :
    (δ - η ^ 2) ^ n * R 0 0 ^ 2 ≤ sqLen (latticeVec R m) := by
  obtain ⟨k, hk⟩ := exists_diag_le_sqLen h.upper hm
  have hpow : (δ - η ^ 2) ^ n ≤ (δ - η ^ 2) ^ (k : ℕ) :=
    pow_le_pow_of_le_one (sub_nonneg.mpr h0) (by linarith) (Nat.lt_succ_iff.mp k.isLt)
  calc (δ - η ^ 2) ^ n * R 0 0 ^ 2 ≤ (δ - η ^ 2) ^ (k : ℕ) * R 0 0 ^ 2 :=
        mul_le_mul_of_nonneg_right hpow (sq_nonneg _)
    _ ≤ R k k ^ 2 := diag_chain h h0 k
    _ ≤ sqLen (latticeVec R m) := hk

/-- LLL guarantee: in a cell of dimension `n + 1` reduced with `δ = 3/4` and `η = 1/2`, every
nonzero integer `m` has `R₀₀² ≤ 2^n ‖R m‖²`. -/
theorem lll_guarantee (h : IsLLLReduced (3 / 4) (1 / 2) R)
    {m : Fin (n + 1) → ℤ} (hm : m ≠ 0) :
    R 0 0 ^ 2 ≤ 2 ^ n * sqLen (latticeVec R m) := by
  have hg := lll_guarantee_general h (by norm_num) (by norm_num) hm
  have e1 : (3 / 4 - (1 / 2) ^ 2 : ℝ) = 1 / 2 := by norm_num
  have e2 : (2 : ℝ) ^ n * (1 / 2) ^ n = 1 := by
    rw [← mul_pow]
    norm_num
  rw [e1] at hg
  calc R 0 0 ^ 2 = 2 ^ n * ((1 / 2) ^ n * R 0 0 ^ 2) := by rw [← mul_assoc, e2, one_mul]
    _ ≤ 2 ^ n * sqLen (latticeVec R m) := mul_le_mul_of_nonneg_left hg (by positivity)

/-- Volume bound: in a reduced cell of dimension `n + 1` with `η² ≤ δ`, the squared cell
volume `(det R)²` is at least `(δ - η²)^((n+1)n/2) (R₀₀²)^(n+1)`. -/
theorem lll_volume_bound (h : IsLLLReduced δ η R) (h0 : η ^ 2 ≤ δ) :
    (δ - η ^ 2) ^ ((n + 1) * n / 2) * (R 0 0 ^ 2) ^ (n + 1) ≤ R.det ^ 2 := by
  have hγ : 0 ≤ δ - η ^ 2 := sub_nonneg.mpr h0
  have hdet : R.det = ∏ k, R k k :=
    Matrix.det_of_isUpperTriangular (fun i j hij => h.upper i j hij)
  have hsum : ∑ k : Fin (n + 1), (k : ℕ) = (n + 1) * n / 2 :=
    (Fin.sum_univ_eq_sum_range (fun i => i) (n + 1)).trans
      ((Finset.sum_range_id (n + 1)).trans (by rw [Nat.add_sub_cancel]))
  -- multiply the diagonal bounds over all k
  have hp : ∏ k : Fin (n + 1), ((δ - η ^ 2) ^ (k : ℕ) * R 0 0 ^ 2) ≤ ∏ k, R k k ^ 2 := by
    exact Finset.prod_le_prod (fun k _ => mul_nonneg (pow_nonneg hγ _) (sq_nonneg _))
      (fun k _ => diag_chain h h0 k)
  rw [Finset.prod_mul_distrib, Finset.prod_pow_eq_pow_sum, Finset.prod_const,
    Finset.card_univ, Fintype.card_fin, Finset.prod_pow, hsum] at hp
  rw [hdet]
  exact hp

/-- The plane hexagonal cell with basis vectors `(2, 0)` and `(1, √3)`. -/
def hexCell : Matrix (Fin 2) (Fin 2) ℝ := !![2, 1; 0, Real.sqrt 3]

/-- The hexagonal cell is reduced with `η = 1/2` for every `δ ≤ 1`, and it meets the volume
bound for `δ = 1` with equality. -/
theorem isLLLReduced_witness :
    (∀ δ : ℝ, δ ≤ 1 → IsLLLReduced (n := 1) δ (1 / 2) hexCell) ∧
      (1 - (1 / 2) ^ 2) * (hexCell 0 0 ^ 2) ^ 2 = hexCell.det ^ 2 := by
  have h00 : hexCell 0 0 = 2 := by simp [hexCell]
  have h01 : hexCell 0 1 = 1 := by simp [hexCell]
  have h10 : hexCell 1 0 = 0 := by simp [hexCell]
  have h11 : hexCell 1 1 = Real.sqrt 3 := by simp [hexCell]
  have hs : Real.sqrt 3 ^ 2 = 3 := Real.sq_sqrt (by norm_num)
  refine ⟨fun δ hδ => ⟨?_, ?_, ?_⟩, ?_⟩
  · intro i j
    fin_cases i <;> fin_cases j <;> intro h <;>
      first
        | exact absurd h (by decide)
        | exact h10
  · intro i
    obtain rfl : i = 0 := Subsingleton.elim _ _
    show |hexCell 0 1| ≤ 1 / 2 * |hexCell 0 0|
    rw [h01, h00]
    norm_num
  · intro i
    obtain rfl : i = 0 := Subsingleton.elim _ _
    show δ * hexCell 0 0 ^ 2 ≤ hexCell 0 1 ^ 2 + hexCell 1 1 ^ 2
    rw [h00, h01, h11, hs]
    linarith
  · rw [Matrix.det_fin_two, h00, h01, h10, h11]
    linear_combination (-4) * hs

end

end LLLCellReduction
```

```lean
#print axioms LLLCellReduction.sqLen_first_column
#print axioms LLLCellReduction.lll_guarantee
#print axioms LLLCellReduction.lll_volume_bound
```

```
'LLLCellReduction.sqLen_first_column' depends on axioms: [propext, Classical.choice, Quot.sound]
'LLLCellReduction.lll_guarantee' depends on axioms: [propext, Classical.choice, Quot.sound]
'LLLCellReduction.lll_volume_bound' depends on axioms: [propext, Classical.choice, Quot.sound]
```

## Notes on the proof

`sqLen_first_column` is step 1. `Finset.sum_eq_single 0` reduces $\sum_i R_{i0}^2$ to its term $i = 0$, the others vanishing by triangularity. The later theorems do not call it; it identifies `R 0 0 ^ 2` in their statements as $\lVert a_0\rVert^2$.

`diag_step` is step 2. `pow_le_pow_left₀` squares the size condition, `sq_abs` removes the absolute values and leaves `hs`, which is $R_{i,i+1}^2 \le \eta^2 R_{ii}^2$, and `nlinarith` adds it to the Lovász inequality `hl`.

`diag_chain` is step 3, by `Fin.induction` on $k$. The three lines of the `calc` block are the regrouping $\gamma^i \gamma R_{00}^2 = \gamma(\gamma^i R_{00}^2)$, the induction hypothesis multiplied by $\gamma \ge 0$ (`hγ`), and `diag_step`.

`exists_diag_le_sqLen` is step 4 and needs only triangularity. `Finset.exists_max_image` picks the largest $k$ in the nonempty set of indices with $m_j \ne 0$; `hk0` records $m_k \neq 0$ and `hz` records $m_j = 0$ for $j > k$. In `hcomp` the sum for $(Rm)_k$ collapses to its diagonal term, and the split `lt_or_gt_of_ne hj` gives the two cases of the derivation: for $j < k$ the matrix entry is zero, for $j > k$ the coefficient is zero. `Int.one_le_abs` gives $|m_k| \ge 1$ and so $m_k^2 \ge 1$, and `Finset.single_le_sum` bounds one squared component by the whole sum.

`lll_guarantee_general` is step 5. `pow_le_pow_of_le_one` supplies $\gamma^n \le \gamma^k$ from $0 \le \gamma \le 1$ and $k \le n$, and the `calc` block is the chain of three inequalities displayed in that step. `lll_guarantee` specialises it: `e1` evaluates $\gamma = 1/2$, `e2` is $2^n (1/2)^n = 1$, and the last line multiplies the general bound by $2^n$.

`lll_volume_bound` is step 6. `hdet` writes the determinant as the diagonal product, `hsum` evaluates $\sum_k k$, where the natural-number division in `(n + 1) * n / 2` is exact because $(n+1)n$ is even, and `Finset.prod_le_prod` multiplies the bounds of `diag_chain`. The product on the left is then split into a power of $\gamma$ with exponent $\sum_k k$ and $n+1$ equal factors $R_{00}^2$.

`isLLLReduced_witness` is step 7. After the four entries of `hexCell` and $(\sqrt3)^2 = 3$ (`hs`) are recorded, each field is a numerical check, with `Fin 1` leaving only $i = 0$ for `size` and `lovasz`. The equality $12 = (2\sqrt3 - 1\cdot 0)^2$ follows by `linear_combination (-4) * hs`, since the difference of the two sides is $12 - 4(\sqrt3)^2 = -4\bigl((\sqrt3)^2 - 3\bigr)$.
